# Roby-Davidson populations of an idempotent density never decrease as the fragment grows, and fragment occupations lie between 0 and 1

Two neighbouring atoms in a molecule carry basis functions that overlap, so an electron in the bonding region lies partly in the space of each. Roby-Davidson analysis counts the electrons found in the space spanned by a fragment's functions. For a single determinant, the results below bound the orbital occupations that make up this count, and show that the count never falls when a function is added to the fragment.

## Bounds on occupations and populations

Let $S$ be the overlap matrix of a finite basis, positive definite because the functions are linearly independent. Let the columns of $C$ hold the occupied spin orbitals of one determinant, with $C^\dagger SC=1$. The density matrix $P=CC^\dagger$ is then Hermitian and satisfies $PSP=P$. The basis functions here include spin; with purely spatial functions, $C$ holds the occupied orbitals of one spin, and only electrons of that spin are counted.

A fragment $A$ is a set of basis functions, and $M_{AA}$ is the corresponding block of a matrix $M$. Its population is

$$n_A=\operatorname{tr}\!\left(S_{AA}^{-1}(SPS)_{AA}\right).$$

Three statements hold:

- If $(SPS)_{AA}c=\mu S_{AA}c$ with $c\neq0$, then $\mu$ is real and $0\le\mu\le1$.
- If $A\subseteq B$, then $n_A\le n_B$.
- For the full basis, $n_A=\operatorname{tr}(PS)$, the number of electrons.

## Checks on a fragment analysis

A code that reads $\mu$ as the occupation of the fragment orbital $c$ relies on the first statement. For a single-determinant density in a finite basis, a value outside $[0,1]$ by more than roundoff points to an error in the input or the linear algebra. Candidates are a density and an overlap matrix from different geometries, an ill-conditioned $S_{AA}$, or a wrong spin convention.

The spin convention deserves care. With spatial basis functions and $P$ the density matrix of one spin, a closed-shell code often stores the sum over both spins, $D=2P$, which satisfies $DSD=2D$. Halve it before applying the bounds, or double the upper limit to 2. Populations computed from the halved matrix count the electrons of one spin.

## Nested projectors and a squared norm

Let $E_A$ be the matrix whose columns are the unit vectors of the functions in $A$. Then $M_{AA}=E_A^\dagger ME_A$. Since $E_A$ is injective, $S_{AA}$ is positive definite and therefore invertible.

**Occupations.** From $PSP=P$ and Hermiticity,

$$SPS=(PS)^\dagger S(PS),\qquad S-SPS=(1-PS)^\dagger S(1-PS).$$

The second identity follows by expanding the right side to $S-2SPS+SPSPS$ and using $SPSPS=SPS$. Both matrices are positive semidefinite, and so are their blocks. Multiplying the eigenvalue equation by $c^\dagger$ gives

$$\mu\,c^\dagger S_{AA}c\ge0,\qquad(1-\mu)\,c^\dagger S_{AA}c\ge0.$$

Division by $c^\dagger S_{AA}c>0$ gives $0\le\mu\le1$.

**Growth.** Define $\Pi_A=E_AS_{AA}^{-1}E_A^\dagger$, the density matrix of the fragment's whole space. It is Hermitian, and cyclic invariance of the trace gives $n_A=\operatorname{tr}(\Pi_ASPS)$. Moreover,

$$\Pi_BSE_B=E_BS_{BB}^{-1}(E_B^\dagger SE_B)=E_B.$$

If $A\subseteq B$, the columns of $E_A$ are among those of $E_B$, so $\Pi_BSE_A=E_A$ and $\Pi_BS\Pi_A=\Pi_A$. The adjoint is $\Pi_AS\Pi_B=\Pi_A$. For $Q=\Pi_B-\Pi_A$ this yields

$$QSQ=\Pi_B-\Pi_A-\Pi_A+\Pi_A=Q.$$

Write $S=R^\dagger R$ and $Y=RPSQR^\dagger$. Then

$$\begin{aligned}
n_B-n_A&=\operatorname{tr}(QSPS)=\operatorname{tr}(QSQ\,SPS)\\
&=\operatorname{tr}(QSPSQ\,S)=\operatorname{tr}(RQSPSQR^\dagger)\\
&=\operatorname{tr}(Y^\dagger Y)\ge0.
\end{aligned}$$

The last equality uses $PSP=P$ once more.

**Full basis.** Here $E_A$ is the identity up to labelling, so $\Pi_A S=1$ and $n_A=\operatorname{tr}(PS)$.

**One function per fragment.** Take two normalised functions, numbered 0 and 1, with overlap $0\le s<1$ and one electron in the normalised bonding orbital. Every entry of $P$ is $1/(2+2s)$ and every entry of $SPS$ is $(1+s)/2$. Hence

$$n_{\{0\}}=n_{\{1\}}=\frac{1+s}{2},\qquad n_{\{0,1\}}=1.$$

At $s=3/5$ each function has population $4/5$. The two values add up to $8/5$, although there is one electron: monotone populations need not be additive. At $s=0$ each is $1/2$, and as $s\to1$ each tends to 1.

## The Lean source

```lean
import Mathlib

open Matrix
open scoped ComplexOrder

namespace RobyDavidson

noncomputable section

variable {n : Type*} [Fintype n] [DecidableEq n]

/-- The block of a matrix that belongs to the basis functions of fragment `A`. -/
def block (M : Matrix n n ℂ) (A : Finset n) : Matrix A A ℂ :=
  M.submatrix Subtype.val Subtype.val

/-- The Roby-Davidson population `tr(S_AA⁻¹ (SPS)_AA)` of fragment `A`, for an overlap matrix
`S` with invertible block `S_AA` and a density matrix `P`. -/
def population (S P : Matrix n n ℂ) (A : Finset n) : ℂ :=
  ((block S A)⁻¹ * block (S * P * S) A).trace

/-- The inclusion of the basis functions of fragment `A` in the full basis. -/
def incl (A : Finset n) : Matrix n A ℂ :=
  (1 : Matrix n n ℂ).submatrix id Subtype.val

/-- The density matrix `E S_AA⁻¹ Eᴴ` of the space spanned by fragment `A`, where `E` is the
inclusion of the fragment and `S_AA` is invertible. -/
def projector (S : Matrix n n ℂ) (A : Finset n) : Matrix n n ℂ :=
  incl A * (block S A)⁻¹ * (incl A)ᴴ

/-- Multiplying by selected columns of the identity selects columns of a matrix. -/
theorem mul_select {l m k : Type*} [Fintype m] [DecidableEq m] (M : Matrix l m ℂ)
    (f : k → m) : M * (1 : Matrix m m ℂ).submatrix id f = M.submatrix id f := by
  ext i j
  simp [Matrix.mul_apply, Matrix.one_apply]

/-- A fragment block is the full matrix compressed by the inclusion of the fragment. -/
theorem block_eq (M : Matrix n n ℂ) (A : Finset n) :
    block M A = (incl A)ᴴ * M * incl A := by
  have h := congrArg conjTranspose (mul_select Mᴴ (Subtype.val : A → n))
  rw [conjTranspose_mul, conjTranspose_conjTranspose] at h
  have h' : (incl A)ᴴ * M = M.submatrix Subtype.val id :=
    h.trans (by ext a j; simp)
  rw [h']
  exact (mul_select (M.submatrix (Subtype.val : A → n) id) (Subtype.val : A → n)).symm

/-- Every fragment block of a positive definite overlap matrix is positive definite. -/
theorem block_posDef {S : Matrix n n ℂ} (hS : S.PosDef) (A : Finset n) :
    (block S A).PosDef := by
  have h1 : (incl A)ᴴ * incl A = 1 := by
    have h := block_eq (1 : Matrix n n ℂ) A
    rw [Matrix.mul_one] at h
    rw [← h]
    exact Matrix.submatrix_one _ Subtype.val_injective
  rw [block_eq]
  exact hS.conjTranspose_mul_mul_same (Function.LeftInverse.injective
    (g := (incl A)ᴴ.mulVec) (fun x => by rw [mulVec_mulVec, h1, one_mulVec]))

/-- For positive definite `S`, the fragment projector is Hermitian, and the projector of a
fragment `B` containing `A` leaves the functions and the projector of `A` unchanged. -/
theorem projector_spec {S : Matrix n n ℂ} (hS : S.PosDef) {A B : Finset n} (h : A ⊆ B) :
    (projector S A)ᴴ = projector S A ∧ projector S B * S * incl A = incl A ∧
      projector S B * S * projector S A = projector S A := by
  have hB : projector S B * S * incl B = incl B := by
    calc _ = incl B * ((block S B)⁻¹ * ((incl B)ᴴ * S * incl B)) := by
          simp only [projector, Matrix.mul_assoc]
      _ = incl B := by
          rw [← block_eq S B, nonsing_inv_mul _
            ((Matrix.isUnit_iff_isUnit_det _).mp (block_posDef hS B).isUnit), Matrix.mul_one]
  -- the functions of `A` are among those of `B`
  have hE : incl B * (1 : Matrix B B ℂ).submatrix id
      (fun a : A => (⟨a.1, h a.2⟩ : B)) = incl A := mul_select _ _
  have hA : projector S B * S * incl A = incl A := by
    rw [← hE, ← Matrix.mul_assoc, hB]
  refine ⟨?_, hA, ?_⟩
  · simp only [projector, conjTranspose_mul, conjTranspose_conjTranspose,
      conjTranspose_nonsing_inv, (block_posDef hS A).isHermitian.eq, Matrix.mul_assoc]
  · calc _ = projector S B * S * incl A * ((block S A)⁻¹ * (incl A)ᴴ) := by
          simp only [projector, Matrix.mul_assoc]
      _ = projector S A := by rw [hA, projector, Matrix.mul_assoc]

/-- Two Hermitian density matrices, idempotent in the metric of a positive definite `S`, have a
real nonnegative mutual overlap `tr(Q SPS)`. -/
theorem trace_overlap_nonneg {S P Q : Matrix n n ℂ} (hS : S.PosDef) (hQ : Qᴴ = Q)
    (hP : Pᴴ = P) (hQQ : Q * S * Q = Q) (hPP : P * S * P = P) :
    0 ≤ (Q * (S * P * S)).trace := by
  have hfac : ∃ R : Matrix n n ℂ, S = Rᴴ * R := by
    open scoped MatrixOrder Matrix.Norms.L2Operator in
    exact CStarAlgebra.nonneg_iff_eq_star_mul_self.mp
      (Matrix.nonneg_iff_posSemidef.mpr hS.posSemidef)
  obtain ⟨R, hR⟩ := hfac
  have hY : (R * (P * S * Q) * Rᴴ)ᴴ * (R * (P * S * Q) * Rᴴ)
      = R * (Q * S * P * S * Q * Rᴴ) := by
    calc _ = R * (Q * S * (P * (Rᴴ * R) * P) * S * Q * Rᴴ) := by
          simp only [conjTranspose_mul, conjTranspose_conjTranspose, hQ, hP,
            hS.isHermitian.eq, Matrix.mul_assoc]
      _ = _ := by rw [← hR, hPP]
  -- cyclic invariance turns the overlap into a squared norm
  have key : (Q * (S * P * S)).trace = (R * (Q * S * P * S * Q * Rᴴ)).trace := by
    calc _ = (Q * S * Q * (S * P * S)).trace := by rw [hQQ]
      _ = ((Q * S) * (Q * S * P * S)).trace := by simp only [Matrix.mul_assoc]
      _ = ((Q * S * P * S) * (Q * S)).trace := trace_mul_comm _ _
      _ = ((Q * S * P * S * Q * Rᴴ) * R).trace := by
          rw [Matrix.mul_assoc _ Rᴴ R, ← hR]; simp only [Matrix.mul_assoc]
      _ = _ := trace_mul_comm _ _
  rw [key, ← hY]
  exact (posSemidef_conjTranspose_mul_self _).trace_nonneg

/-- A trace over a fragment block, weighted by `S_AA⁻¹`, is a trace with the fragment projector
over the full basis. -/
theorem trace_block (S M : Matrix n n ℂ) (A : Finset n) :
    ((block S A)⁻¹ * block M A).trace = (projector S A * M).trace := by
  rw [block_eq M A]
  calc _ = (((block S A)⁻¹ * (incl A)ᴴ * M) * incl A).trace := by
        simp only [Matrix.mul_assoc]
    _ = (incl A * ((block S A)⁻¹ * (incl A)ᴴ * M)).trace := trace_mul_comm _ _
    _ = _ := by simp only [projector, Matrix.mul_assoc]

/-- For positive definite `S` and Hermitian `P` with `PSP = P`, every generalised eigenvalue of
`(SPS)_AA c = μ S_AA c` with `c ≠ 0` is real and lies between 0 and 1. -/
theorem eigenvalue_mem_unit {S P : Matrix n n ℂ} (hS : S.PosDef) (hP : Pᴴ = P)
    (hPP : P * S * P = P) (A : Finset n) {c : A → ℂ} (hc : c ≠ 0) {μ : ℂ}
    (h : block (S * P * S) A *ᵥ c = μ • (block S A *ᵥ c)) : 0 ≤ μ ∧ μ ≤ 1 := by
  have e : S * P * S = S * P * S * P * S := by
    calc S * P * S = S * (P * S * P) * S := by rw [hPP]
      _ = _ := by simp only [Matrix.mul_assoc]
  have e1 : S * P * S = (P * S)ᴴ * S * (P * S) := by
    rw [conjTranspose_mul, hP, hS.isHermitian.eq, ← Matrix.mul_assoc]
    exact e
  have e2 : S - S * P * S = (1 - P * S)ᴴ * S * (1 - P * S) := by
    rw [conjTranspose_sub, conjTranspose_one, conjTranspose_mul, hP, hS.isHermitian.eq]
    linear_combination (norm := noncomm_ring) e
  have psd : ∀ X : Matrix n n ℂ, 0 ≤ star c ⬝ᵥ (block (Xᴴ * S * X) A *ᵥ c) := fun X => by
    rw [block_eq]
    exact ((hS.posSemidef.conjTranspose_mul_mul_same X).conjTranspose_mul_mul_same
      (incl A)).dotProduct_mulVec_nonneg c
  have h1 := psd (P * S)
  have h2 := psd (1 - P * S)
  rw [← e1, h, dotProduct_smul, smul_eq_mul] at h1
  rw [← e2, show block (S - S * P * S) A = block S A - block (S * P * S) A from rfl,
    sub_mulVec, h, dotProduct_sub, dotProduct_smul, smul_eq_mul, ← one_sub_mul] at h2
  have hs := (block_posDef hS A).dotProduct_mulVec_pos hc
  -- divide by the positive squared norm of the fragment orbital
  have cancel : ∀ z s : ℂ, 0 < s → 0 ≤ z * s → 0 ≤ z := by
    intro z s hs hz
    rw [Complex.pos_iff] at hs
    rw [Complex.nonneg_iff, Complex.mul_re, Complex.mul_im, ← hs.2] at hz
    rw [Complex.nonneg_iff]
    constructor
    · nlinarith [hz.1, hs.1]
    · have h0 : z.im * s.re = 0 := by linarith [hz.2]
      exact ((mul_eq_zero.mp h0).resolve_right hs.1.ne').symm
  exact ⟨cancel _ _ hs h1, sub_nonneg.mp (cancel _ _ hs h2)⟩

/-- For positive definite `S` and Hermitian `P` with `PSP = P`, the Roby-Davidson population
never decreases when the fragment grows, and for the full basis it equals `tr(PS)`. -/
theorem population_monotone_and_total {S P : Matrix n n ℂ} (hS : S.PosDef) (hP : Pᴴ = P)
    (hPP : P * S * P = P) :
    (∀ A B : Finset n, A ⊆ B → population S P A ≤ population S P B) ∧
      population S P Finset.univ = (P * S).trace := by
  constructor
  · intro A B h
    obtain ⟨hA, -, hBA⟩ := projector_spec hS h
    obtain ⟨hB, -, hBB⟩ := projector_spec hS (Finset.Subset.refl B)
    have hAA := (projector_spec hS (Finset.Subset.refl A)).2.2
    have hAB : projector S A * S * projector S B = projector S A := by
      have := congrArg conjTranspose hBA
      simpa only [conjTranspose_mul, hA, hB, hS.isHermitian.eq, ← Matrix.mul_assoc] using this
    -- the difference of nested projectors is again a projector
    rw [← sub_nonneg, population, population, trace_block, trace_block, ← trace_sub,
      ← Matrix.sub_mul]
    refine trace_overlap_nonneg hS (by rw [conjTranspose_sub, hA, hB]) hP ?_ hPP
    simp only [Matrix.sub_mul, Matrix.mul_sub, hAA, hAB, hBA, hBB]
    abel
  · have hE : incl (Finset.univ : Finset n) *
        (1 : Matrix (Finset.univ : Finset n) (Finset.univ : Finset n) ℂ).submatrix id
        (fun i : n => (⟨i, Finset.mem_univ i⟩ : (Finset.univ : Finset n))) = 1 := by
      rw [mul_select]
      ext i j
      rfl
    have h1 : projector S Finset.univ * S = 1 := by
      have h := (projector_spec hS (Finset.Subset.refl Finset.univ)).2.1
      have h' := congrArg (fun X : Matrix n (Finset.univ : Finset n) ℂ => X *
        (1 : Matrix (Finset.univ : Finset n) (Finset.univ : Finset n) ℂ).submatrix id
        (fun i : n => (⟨i, Finset.mem_univ i⟩ : (Finset.univ : Finset n)))) h
      simpa only [Matrix.mul_assoc, hE, Matrix.mul_one] using h'
    rw [population, trace_block, Matrix.mul_assoc S P S, ← Matrix.mul_assoc, h1,
      Matrix.one_mul]


/-- Two normalised functions with overlap 3/5 and the density matrix with all entries 5/16 have
positive definite `S`, Hermitian `P`, `PSP = P` and `tr(PS) = 1`. -/
theorem dimer_witness :
    let S : Matrix (Fin 2) (Fin 2) ℂ := !![1, 3/5; 3/5, 1]
    let P : Matrix (Fin 2) (Fin 2) ℂ := !![5/16, 5/16; 5/16, 5/16]
    S.PosDef ∧ Pᴴ = P ∧ P * S * P = P ∧ (P * S).trace = 1 := by
  intro S P
  let T : Matrix (Fin 2) (Fin 2) ℂ := !![1, 3/5; 0, 4/5]
  let L : Matrix (Fin 2) (Fin 2) ℂ := !![1, -3/4; 0, 5/4]
  have hL : L * T = 1 := by
    ext i j
    fin_cases i <;> fin_cases j <;> norm_num [L, T, Matrix.mul_apply, Fin.sum_univ_succ]
  have h3 : (starRingEnd ℂ) 3 = 3 := map_ofNat (starRingEnd ℂ) 3
  have h4 : (starRingEnd ℂ) 4 = 4 := map_ofNat (starRingEnd ℂ) 4
  have h5 : (starRingEnd ℂ) 5 = 5 := map_ofNat (starRingEnd ℂ) 5
  have hT : S = Tᴴ * 1 * T := by
    rw [Matrix.mul_one]
    ext i j
    fin_cases i <;> fin_cases j <;>
      norm_num [S, T, Matrix.mul_apply, Fin.sum_univ_succ, h3, h4, h5]
  refine ⟨?_, ?_, ?_, ?_⟩
  · rw [hT]
    exact Matrix.PosDef.one.conjTranspose_mul_mul_same (Function.LeftInverse.injective
      (g := L.mulVec) (fun x => by rw [mulVec_mulVec, hL, one_mulVec]))
  · ext i j
    fin_cases i <;> fin_cases j <;> norm_num [P]
  · ext i j
    fin_cases i <;> fin_cases j <;> norm_num [S, P, Matrix.mul_apply, Fin.sum_univ_succ]
  · norm_num [S, P, Matrix.trace, Matrix.mul_apply, Fin.sum_univ_succ]

end

end RobyDavidson
```

```lean
#print axioms RobyDavidson.eigenvalue_mem_unit
#print axioms RobyDavidson.population_monotone_and_total
```

```
'RobyDavidson.eigenvalue_mem_unit' depends on axioms: [propext, Classical.choice, Quot.sound]
'RobyDavidson.population_monotone_and_total' depends on axioms: [propext, Classical.choice, Quot.sound]
```

## Matrices and hypotheses in the theorems

The type `n` labels the basis functions, and a fragment is a `Finset n`. The definitions `block`, `incl`, `projector` and `population` are $M_{AA}$, $E_A$, $\Pi_A$ and $n_A$. All matrices are complex, and `ᴴ` is the conjugate transpose. The hypothesis `S.PosDef` includes Hermiticity of $S$; `hP` and `hPP` state $P^\dagger=P$ and $PSP=P$.

The theorem `eigenvalue_mem_unit` takes a complex `μ` and a nonzero `c`. In the order used for complex numbers, `0 ≤ μ` means that the imaginary part vanishes and the real part is nonnegative, so reality is part of the conclusion. In `population_monotone_and_total`, the same order makes $n_B-n_A$ real and nonnegative.

## Lemmas behind the two bounds

`mul_select` and `block_eq` give the compression formula $M_{AA}=E_A^\dagger ME_A$, and `block_posDef` deduces that $S_{AA}$ is positive definite. `projector_spec` supplies Hermiticity and the nesting identities. `trace_block` rewrites a population as a trace over the full basis.

`trace_overlap_nonneg` is the squared-norm argument. It obtains `R` from the positivity of $S$, its step `hY` computes $Y^\dagger Y$, and `key` carries out the cyclic rearrangement. The monotonicity proof applies this lemma to $\Pi_B-\Pi_A$; after the nesting identities are substituted, `abel` collects the terms of $QSQ$. For the full basis, `h1` is $\Pi S=1$.

In the eigenvalue proof, `e1` and `e2` are the two factorisations. The step `psd` turns each into a nonnegative quadratic form, and `cancel` divides by the positive squared norm of the fragment orbital.

`dimer_witness` confirms that the dimer with $s=3/5$ meets the hypotheses and has $\operatorname{tr}(PS)=1$. It factors $S=T^\dagger T$ with a triangular `T` and uses the inverse `L` to obtain positive definiteness. The fragment populations quoted for the dimer are computed in the text alone.

## Which densities and fragments qualify

The guarantee concerns exact matrices. It gives no error bound for floating-point inversion, which loses accuracy when the fragment's functions are nearly linearly dependent. If the full basis is linearly dependent, $S$ is singular and the hypothesis fails.

Idempotency is assumed. It stands for spin orbitals that are either fully occupied or empty, as in a Hartree-Fock or Kohn-Sham determinant; in an unrestricted calculation the theorems apply to the density matrix of each spin separately. Densities with fractional occupations, from smearing or from a correlated wavefunction, do not satisfy $PSP=P$, so the theorems do not apply to them directly. The bounds on $\mu$ and the growth of $n_A$ still hold if all occupations lie between 0 and 1, because such a density matrix is a weighted average of idempotent ones.

A fragment is a subset of the basis in which $S$ and $P$ are given. Roby-Davidson analysis usually projects onto a few atomic orbitals computed separately for each atom. If these orbitals are linearly independent and lie in the span of the basis, a change of basis that makes them basis functions brings this case under the theorems. The theorems also leave open which functions belong to which atom, and how electrons shared by overlapping fragments should be divided.
